# An energy curve of nonnegative curvature never falls below its stationary point

Let `f` be a real function of one real variable, twice differentiable everywhere, with value and slope both zero at the origin and second derivative nowhere negative; the lemma says that `f t` is then nonnegative for every `t`. In physical terms, `f` can be an energy along a single coordinate, measured from its value at a stationary point, and the statement assumes no particular Hamiltonian. The proof first shows that the slope `f'` is monotone, so that it is nonnegative to the right of the origin and nonpositive to the left. Hence `f` increases on the right and decreases on the left, and comparison with `f 0 = 0` gives the claim on each side.

In Lean, a first try:

```lean
import Mathlib

namespace NonnegOfSecondDeriv

noncomputable section

/-- A function that vanishes together with its slope at the origin and has nonnegative
second derivative is nonnegative everywhere. -/
theorem nonneg_of_second_deriv {f f' f'' : ℝ → ℝ} (hf : ∀ x, HasDerivAt f (f' x) x)
    (hf' : ∀ x, HasDerivAt f' (f'' x) x) (h0 : f 0 = 0) (h1 : f' 0 = 0)
    (h2 : ∀ x, 0 ≤ f'' x) (t : ℝ) : 0 ≤ f t := by
  have mono : Monotone f' := monotone_of_deriv_nonneg
    (fun x => (hf' x).differentiableAt) (fun x => by rw [(hf' x).deriv]; exact h2 x)
  have hd : Differentiable ℝ f := fun x => (hf x).differentiableAt
  rcases le_total 0 t with ht | ht
  · -- to the right of the origin the function increases
    have m : MonotoneOn f (Set.Ici 0) := monotoneOn_of_deriv_nonneg (convex_Ici 0)
      hd.continuous.continuousOn hd.differentiableOn (fun x hx => by
        have hx' : (0 : ℝ) ≤ x := interior_subset hx
        rw [(hf x).deriv, ← h1]
        exact mono hx')
    rw [← h0]
    exact m (Set.mem_Ici.2 le_rfl) (Set.mem_Ici.2 ht) ht
  · -- to the left of the origin it decreases
    have m : AntitoneOn f (Set.Iic 0) := antitoneOn_of_deriv_nonpos (convex_Iic 0)
      hd.continuous.continuousOn hd.differentiableOn (fun x hx => by
        have hx' : x ≤ (0 : ℝ) := interior_subset hx
        rw [(hf x).deriv, ← h1]
        exact mono hx')
    rw [← h0]
    exact m (Set.mem_Iic.2 ht) (Set.mem_Iic.2 le_rfl) ht

end

end NonnegOfSecondDeriv
```

The error:

```
Main.lean:27:50: error: Application type mismatch: The argument
  hx
has type
  x ∈ interior (Set.Iic 0)
but is expected to have type
  0 ∈ interior (Real.le✝ x)
in the application
  interior_subset hx
```

Diagnosis. The error is in the left-hand case, where `interior_subset hx` is asked to prove `x ≤ 0` directly. The lemma `interior_subset` concludes that a point lies in a set, and Lean has to work out which point and which set from the inequality. It unfolds `x ≤ 0` to the relation `Real.le x` applied to `0`, and so takes `0` as the point and `Real.le x` as the set. It then expects a proof that `0` is in the interior of that set, while `hx` says that `x` is in the interior of `Set.Iic 0`.

With `Set.mem_Iic.1` in front, `interior_subset hx` has only to prove `x ∈ Set.Iic 0`, which names the right point and set, and `Set.mem_Iic.1` turns this into `x ≤ 0`.

The matching change with `Set.mem_Ici.1` in the right-hand case is mere tidying. There the inequality is `0 ≤ x`, with `x` in the last place, so the same reading picks the right point and Lean reports no error.

This version goes through:

```diff
@@ -17,5 +17,5 @@
     have m : MonotoneOn f (Set.Ici 0) := monotoneOn_of_deriv_nonneg (convex_Ici 0)
       hd.continuous.continuousOn hd.differentiableOn (fun x hx => by
-        have hx' : (0 : ℝ) ≤ x := interior_subset hx
+        have hx' : (0 : ℝ) ≤ x := Set.mem_Ici.1 (interior_subset hx)
         rw [(hf x).deriv, ← h1]
         exact mono hx')
@@ -25,5 +25,5 @@
     have m : AntitoneOn f (Set.Iic 0) := antitoneOn_of_deriv_nonpos (convex_Iic 0)
       hd.continuous.continuousOn hd.differentiableOn (fun x hx => by
-        have hx' : x ≤ (0 : ℝ) := interior_subset hx
+        have hx' : x ≤ (0 : ℝ) := Set.mem_Iic.1 (interior_subset hx)
         rw [(hf x).deriv, ← h1]
         exact mono hx')
```
